# Under the coupling a L·S, commuting angular momenta L and S precess about J = L + S with a quantum correction

To follow the motion of an orbital angular momentum $L$ coupled to a spin $S$, one replaces the commutator of $L$ with the Hamiltonian $H = a\,L\cdot S$ by a vector product with the total angular momentum $J = L + S$, which is constant in time. With $\hbar = 1$, the replacement reads

$$i[H, L] = a\,S\times L = a\,(J\times L - iL), \qquad i[H, S] = a\,L\times S = a\,(J\times S - iS).$$

The terms $-iL$ and $-iS$ are absent from the classical vector model. For an atomic model with this coupling alone and a constant $a$, these equations are the operator form of precession about $J$. They rest on the form of $H$, on the commutation relations of $L$ and of $S$, and on the fact that $L$ and $S$ commute with each other.

## A constant coupling and ordered products

The operators live in an arbitrary complex algebra `A`.

In Lean 4 with Mathlib:

```lean
import Mathlib

open Complex (I)
open scoped Kronecker

namespace VectorModelPrecession

noncomputable section

variable {A : Type*} [Ring A] [Algebra ℂ A]
```

A vector operator is a function `Fin 3 → A`, with indices 0, 1, 2 for $x, y, z$, added modulo 3. Both products keep the order of their factors, so $(U\times V)_k = U_{k+1}V_{k+2} - U_{k+2}V_{k+1}$.

```lean
/-- The scalar product of two vector operators, with the operator order kept. -/
def dot (U V : Fin 3 → A) : A := ∑ k, U k * V k

/-- The vector product of two vector operators, with the operator order kept;
the indices are cyclic modulo 3. -/
def cross (U V : Fin 3 → A) : Fin 3 → A :=
  fun k => U (k + 1) * V (k + 2) - U (k + 2) * V (k + 1)
```

The angular momentum relations and the Heisenberg derivative $i[H,V]$, taken component by component, are

```lean
/-- The angular momentum relations `[L_k, L_{k+1}] = i L_{k+2}` with cyclic indices and `ħ = 1`. -/
def IsAngularMomentum (L : Fin 3 → A) : Prop :=
  ∀ k, L k * L (k + 1) - L (k + 1) * L k = I • L (k + 2)

/-- The Heisenberg time derivative `i[H, V]` of a vector operator, with `ħ = 1`. -/
def heisenberg (H : A) (V : Fin 3 → A) : Fin 3 → A :=
  fun k => I • (H * V k - V k * H)
```

The number $a$ stands for the spin-orbit strength, for instance the radial average of the coupling within one shell. It may be complex here; a Hermitian $H$ built from Hermitian $L$ and $S$ calls for a real $a$. A coupling that is itself a radial operator is not covered, nor are the domains of unbounded operators.

```lean
/-- The spin-orbit Hamiltonian `a L·S`. -/
def spinOrbit (a : ℂ) (L S : Fin 3 → A) : A := a • dot L S
```

The right-hand side of the precession law becomes a map on vector operators, $P(V) = a(J\times V - iV)$.

```lean
/-- The quantum precession map `V ↦ a (J × V - i V)`. -/
def precession (a : ℂ) (J V : Fin 3 → A) : Fin 3 → A := a • (cross J V - I • V)
```

Because the indices are cyclic, one calculation can serve all three components, provided that the scalar product can start from any axis:

```lean
omit [Algebra ℂ A] in
/-- The scalar product may be summed starting from any axis. -/
theorem dot_cyclic (U V : Fin 3 → A) (k : Fin 3) :
    dot U V = U k * V k + U (k + 1) * V (k + 1) + U (k + 2) * V (k + 2) := by
  rw [dot, Fin.sum_univ_three]
  fin_cases k
  · rfl
  · change _ = U 1 * V 1 + U 2 * V 2 + U 0 * V 0
    abel
  · change _ = U 2 * V 2 + U 0 * V 0 + U 1 * V 1
    abel
```

## L generates rotations

The hypothesis `hL` says $[L_k, L_{k+1}] = iL_{k+2}$. Taken at $k+1$, it gives the source of the quantum correction:

$$(L\times L)_k = L_{k+1}L_{k+2} - L_{k+2}L_{k+1} = iL_k.$$

```lean
/-- An angular momentum satisfies `L × L = i L`. -/
theorem cross_self {L : Fin 3 → A} (hL : IsAngularMomentum L) : cross L L = I • L := by
  funext k
  have e : ∀ k : Fin 3, k + 1 + 1 = k + 2 ∧ k + 1 + 2 = k := by decide
  have h := hL (k + 1)
  rw [(e k).1, (e k).2] at h
  exact h
```

Without `hL` the law fails. If $L$ is a fixed vector of ordinary numbers, it commutes with $H$ and does not move, although $S\times L$ is in general not zero.

## L and S act on different degrees of freedom

The hypothesis `hc` says that every $L_i$ commutes with every $S_j$. Exchanging the factors in each term of the vector product then gives $S\times L = -L\times S$.

```lean
omit [Algebra ℂ A] in
/-- For mutually commuting vector operators, `S × L = -(L × S)`. -/
theorem cross_swap {L S : Fin 3 → A} (hc : ∀ i j, L i * S j = S j * L i) :
    cross S L = -cross L S := by
  funext k
  simp only [cross, Pi.neg_apply, hc]
  abel
```

It also lets $S$ pass through the commutator, so that only $L$ with $L$ contributes:

$$[L\cdot S, L_k] = [L_{k+1},L_k]S_{k+1} + [L_{k+2},L_k]S_{k+2} = -iL_{k+2}S_{k+1} + iL_{k+1}S_{k+2} = -i(S\times L)_k.$$

Multiplication by $ia$ gives $i[H,L] = a\,S\times L$.

In the proof, `key` is the commutator expansion in any ring, before either hypothesis is used. The rewrite with `h1` and `h2` inserts `hL` at $k$ and $k+2$; the rewrites with `hc` remove the commutators between $S$ and $L$ and order the products. The last lines restore the factor $ia$.

```lean
/-- Under spin-orbit coupling the orbital angular momentum obeys `i[a L·S, L] = a S × L`. -/
theorem heisenberg_orbital {L S : Fin 3 → A} (hL : IsAngularMomentum L)
    (hc : ∀ i j, L i * S j = S j * L i) (a : ℂ) :
    heisenberg (spinOrbit a L S) L = a • cross S L := by
  funext k
  have e : ∀ k : Fin 3, k + 2 + 1 = k ∧ k + 2 + 2 = k + 1 := by decide
  have h1 := hL k
  have h2 := hL (k + 2)
  rw [(e k).1, (e k).2] at h2
  -- a commutator identity valid in any ring, to be used for one component
  have key : ∀ x y z p q r : A, (x * p + y * q + z * r) * x - x * (x * p + y * q + z * r)
      = x * (p * x - x * p) + y * (q * x - x * q) + z * (r * x - x * r)
        - (x * y - y * x) * q + (z * x - x * z) * r := by
    intro x y z p q r
    noncomm_ring
  have h : dot L S * L k - L k * dot L S
      = I • (S (k + 2) * L (k + 1) - S (k + 1) * L (k + 2)) := by
    rw [dot_cyclic L S k, key, h1, h2, ← hc k k, ← hc k (k + 1), ← hc k (k + 2),
      ← hc (k + 1) (k + 2), ← hc (k + 2) (k + 1)]
    simp only [sub_self, mul_zero, smul_mul_assoc]
    module
  have hI : I * a * I = -a := by linear_combination a * Complex.I_mul_I
  change I • ((a • dot L S) * L k - L k * (a • dot L S))
    = a • (S (k + 1) * L (k + 2) - S (k + 2) * L (k + 1))
  rw [smul_mul_assoc, mul_smul_comm, ← smul_sub, h, smul_smul, smul_smul, hI,
    neg_smul, ← smul_neg, neg_sub]
```

Without `hc`, take $S = L$. Then $H = aL^2$ commutes with $L$, while $a\,L\times L = iaL$ need not vanish.

## S is an angular momentum too

The hypothesis `hS` gives $S$ the same commutation relations. Since $L\cdot S = S\cdot L$ by `hc`, exchanging the two roles yields $i[H,S] = a\,L\times S$. The vector product is linear in its first factor, so

$$J\times L = L\times L + S\times L = iL + S\times L, \qquad J\times S = L\times S + S\times S = L\times S + iS.$$

The theorem joins the four equations. Its proof uses `add` for the linearity, `hdot` for the exchange of roles, and `cross_self` for $L\times L$ and $S\times S$.

```lean
/-- Under spin-orbit coupling, `i[a L·S, L] = a S × L` and `i[a L·S, S] = a L × S`, where
`S × L = J × L - i L` and `L × S = J × S - i S` with `J = L + S`. -/
theorem spin_orbit_precession {L S : Fin 3 → A} (hL : IsAngularMomentum L)
    (hS : IsAngularMomentum S) (hc : ∀ i j, L i * S j = S j * L i) (a : ℂ) :
    (heisenberg (spinOrbit a L S) L = a • cross S L ∧
      cross S L = cross (L + S) L - I • L) ∧
    (heisenberg (spinOrbit a L S) S = a • cross L S ∧
      cross L S = cross (L + S) S - I • S) := by
  have add : ∀ W : Fin 3 → A, cross (L + S) W = cross L W + cross S W := by
    intro W
    funext k
    simp only [cross, Pi.add_apply, add_mul]
    abel
  have hdot : spinOrbit a L S = spinOrbit a S L := by
    simp only [spinOrbit, dot, hc]
  refine ⟨⟨heisenberg_orbital hL hc a, ?_⟩, ?_, ?_⟩
  · rw [add, cross_self hL, add_sub_cancel_left]
  · rw [hdot]
    exact heisenberg_orbital hS (fun i j => (hc j i).symm) a
  · rw [add, cross_self hS, add_sub_cancel_right]
```

Adding the two equations of motion gives $i[H,J] = a(S\times L + L\times S) = 0$.

```lean
/-- The total angular momentum `J = L + S` is conserved under spin-orbit coupling. -/
theorem total_conserved {L S : Fin 3 → A} (hL : IsAngularMomentum L)
    (hS : IsAngularMomentum S) (hc : ∀ i j, L i * S j = S j * L i) (a : ℂ) :
    heisenberg (spinOrbit a L S) (L + S) = 0 := by
  have add : ∀ H : A, heisenberg H (L + S) = heisenberg H L + heisenberg H S := by
    intro H
    funext k
    simp only [heisenberg, Pi.add_apply, mul_add, add_mul]
    module
  obtain ⟨⟨h1, _⟩, h2, _⟩ := spin_orbit_precession hL hS hc a
  rw [add, h1, h2, cross_swap hc, smul_neg, neg_add_cancel]
```

Without `hS`, let $S$ be a fixed vector of numbers, as for an external field. The equation for $L$ survives and describes precession about that vector, but $S$ stays still and $J$ is in general not conserved.

A symmetrised product removes the correction, and for the motion of $L$ this needs only `hL` and `hc`. In $J\times L - L\times J$ the two terms $L\times L$ cancel, which leaves $S\times L - L\times S = 2\,S\times L$. Hence $i[H,L] = \tfrac{a}{2}(J\times L - L\times J)$.

```lean
/-- With the symmetrised vector product the precession law has no correction term:
`i[a L·S, L] = (a/2) (J × L - L × J)`. -/
theorem symmetrised_precession {L S : Fin 3 → A} (hL : IsAngularMomentum L)
    (hc : ∀ i j, L i * S j = S j * L i) (a : ℂ) :
    heisenberg (spinOrbit a L S) L
      = (a / 2) • (cross (L + S) L - cross L (L + S)) := by
  have h : cross (L + S) L - cross L (L + S) = cross S L - cross L S := by
    funext k
    simp only [cross, Pi.add_apply, Pi.sub_apply, add_mul, mul_add]
    abel
  rw [heisenberg_orbital hL hc, h, cross_swap hc]
  module
```

## J stays fixed while L and S move

The next lemma assumes, as `hJ`, that $H$ commutes with each component of $J$. Write $D(V) = i[H,V]$. The product rule would normally give $D(J\times V) = D(J)\times V + J\times D(V)$; here the first term vanishes, so $D(P(V)) = P(D(V))$. The proof expands both sides and moves $H$ past $J$ with `hJ`.

```lean
/-- If `H` commutes with every component of `J`, the Heisenberg derivative commutes with the
precession map about `J`. -/
theorem heisenberg_precession (H : A) (a : ℂ) (J V : Fin 3 → A)
    (hJ : ∀ k, H * J k = J k * H) :
    heisenberg H (precession a J V) = precession a J (heisenberg H V) := by
  funext k
  simp only [heisenberg, precession, cross, Pi.smul_apply, Pi.sub_apply, mul_sub, sub_mul,
    mul_smul_comm, smul_mul_assoc, ← mul_assoc, hJ]
  module
```

For the spin-orbit Hamiltonian this condition is derived from the conservation of $J$. Since $D(L) = P(L)$, induction gives

$$D^{n+1}(L) = D(P^n(L)) = P^n(D(L)) = P^{n+1}(L),$$

and likewise for $S$. Every time derivative of $L$ and $S$ is therefore an iterate of one map. In the proof, `hJ` reads the commutator off the conservation law, `comm` is the exchange of $D$ and $P$, and `step` is the induction.

```lean
/-- The `n`-th Heisenberg derivatives of `L` and of `S` under spin-orbit coupling are the
`n`-fold iterates of the precession map about `J = L + S`. -/
theorem precession_all_orders {L S : Fin 3 → A} (hL : IsAngularMomentum L)
    (hS : IsAngularMomentum S) (hc : ∀ i j, L i * S j = S j * L i) (a : ℂ) (n : ℕ) :
    (heisenberg (spinOrbit a L S))^[n] L = (precession a (L + S))^[n] L ∧
    (heisenberg (spinOrbit a L S))^[n] S = (precession a (L + S))^[n] S := by
  obtain ⟨⟨h1, h2⟩, h3, h4⟩ := spin_orbit_precession hL hS hc a
  have hcons := total_conserved hL hS hc a
  generalize spinOrbit a L S = H at h1 h3 hcons ⊢
  -- conservation of J, read as a vanishing commutator
  have hJ : ∀ k, H * (L + S) k = (L + S) k * H := by
    intro k
    have h : I • (H * (L + S) k - (L + S) k * H) = 0 := congrFun hcons k
    have h' : (-I) • (I • (H * (L + S) k - (L + S) k * H)) = 0 := by rw [h, smul_zero]
    rw [smul_smul, neg_mul, Complex.I_mul_I, neg_neg, one_smul] at h'
    exact sub_eq_zero.mp h'
  have comm : Function.Commute (heisenberg H) (precession a (L + S)) :=
    fun V => heisenberg_precession H a (L + S) V hJ
  have step : ∀ V, heisenberg H V = precession a (L + S) V →
      (heisenberg H)^[n] V = (precession a (L + S))^[n] V := by
    intro V hV
    induction n with
    | zero => rfl
    | succ n ih =>
      have hn : heisenberg H ((precession a (L + S))^[n] V)
          = (precession a (L + S))^[n] (heisenberg H V) := comm.iterate_right n V
      rw [Function.iterate_succ_apply', ih, hn, hV, ← Function.iterate_succ_apply]
  exact ⟨step L (by rw [h1, h2, precession]), step S (by rw [h3, h4, precession])⟩
```

If an external field adds a term to $H$ that does not commute with $J$, the term $D(J)\times V$ returns and this induction breaks down. The theorem concerns the derivatives at each order, not the convergence of a Taylor series in time.

## Two spins one half meet all three conditions

The matrices $s_k = \sigma_k/2$, with $\sigma_k$ the Pauli matrices, satisfy the angular momentum relations, as a check of every entry shows.

```lean
/-- The spin-one-half matrices, half the Pauli matrices. -/
def spinHalf : Fin 3 → Matrix (Fin 2) (Fin 2) ℂ :=
  ![!![0, 1 / 2; 1 / 2, 0], !![0, -I / 2; I / 2, 0], !![1 / 2, 0; 0, -1 / 2]]

/-- The spin-one-half matrices obey the angular momentum relations. -/
theorem spinHalf_isAngularMomentum : IsAngularMomentum spinHalf := by
  intro k
  fin_cases k <;> ext i j <;> fin_cases i <;> fin_cases j <;>
    simp [spinHalf] <;> ring_nf <;> norm_num [Complex.I_sq]
```

On the tensor product, $L_k = s_k\otimes 1$ and $S_k = 1\otimes s_k$ inherit these relations, and they commute because $(s_i\otimes 1)(1\otimes s_j) = s_i\otimes s_j = (1\otimes s_j)(s_i\otimes 1)$. The proof uses the same product rule for Kronecker products and compares entries. In this example $L$ is a second spin, and $a\,L\cdot S$ is an exchange coupling between the two.

```lean
/-- Two spins one half, acting on the two factors of a tensor product, are mutually commuting
angular momenta. -/
theorem two_spins_witness :
    IsAngularMomentum (fun k => spinHalf k ⊗ₖ (1 : Matrix (Fin 2) (Fin 2) ℂ)) ∧
    IsAngularMomentum (fun k => (1 : Matrix (Fin 2) (Fin 2) ℂ) ⊗ₖ spinHalf k) ∧
    ∀ i j, (spinHalf i ⊗ₖ (1 : Matrix (Fin 2) (Fin 2) ℂ)) * (1 ⊗ₖ spinHalf j)
      = (1 ⊗ₖ spinHalf j) * (spinHalf i ⊗ₖ 1) := by
  refine ⟨?_, ?_, ?_⟩
  · intro k
    simp only [← Matrix.mul_kronecker_mul, one_mul]
    ext ⟨i, i'⟩ ⟨j, j'⟩
    have e := congrArg (fun M => M i j) (spinHalf_isAngularMomentum k)
    simp only [Matrix.sub_apply, Matrix.smul_apply, Matrix.kroneckerMap_apply,
      smul_eq_mul] at e ⊢
    linear_combination ((1 : Matrix (Fin 2) (Fin 2) ℂ) i' j') * e
  · intro k
    simp only [← Matrix.mul_kronecker_mul, one_mul]
    ext ⟨i, i'⟩ ⟨j, j'⟩
    have e := congrArg (fun M => M i' j') (spinHalf_isAngularMomentum k)
    simp only [Matrix.sub_apply, Matrix.smul_apply, Matrix.kroneckerMap_apply,
      smul_eq_mul] at e ⊢
    linear_combination ((1 : Matrix (Fin 2) (Fin 2) ℂ) i j) * e
  · intro i j
    simp only [← Matrix.mul_kronecker_mul, one_mul, mul_one]

end

end VectorModelPrecession
```

```lean
#print axioms VectorModelPrecession.symmetrised_precession
-- 'VectorModelPrecession.symmetrised_precession' depends on axioms: [propext, Classical.choice, Quot.sound]
#print axioms VectorModelPrecession.precession_all_orders
-- 'VectorModelPrecession.precession_all_orders' depends on axioms: [propext, Classical.choice, Quot.sound]
#print axioms VectorModelPrecession.spinHalf_isAngularMomentum
-- 'VectorModelPrecession.spinHalf_isAngularMomentum' depends on axioms: [propext, Classical.choice, Quot.sound]
```
